# A sum over 2n simple poles that tends to the Fermi function

The exponential in the Fermi function $1/(1+e^x)$ is replaced here by the power $(1+x/m)^m$. The resulting function has a finite number $m$ of poles. The variable $x=\beta(\varepsilon-\mu)$ is the reduced energy: $\varepsilon$ is the one-particle energy, $\mu$ the chemical potential and $\beta$ the inverse temperature. The pole sum is defined on its own, as a complex number, and its equality with a real function of $x$ is then a theorem for even $m$.

```lean
import Mathlib

open Filter Topology Matrix
open scoped ComplexOrder

namespace FermiPoleExpansion

noncomputable section
```

In the variable $w=1+x/m$ the poles lie on the unit circle,
$$z_k=e^{i\pi(2k+1)/m},\qquad k=0,\dots,m-1.$$
In Lean, `fermiPole m k` is $z_k$.

```lean
/-- The pole `z_k = exp(iπ(2k+1)/m)` on the unit circle. -/
def fermiPole (m k : ℕ) : ℂ :=
  Complex.exp (Complex.I * Real.pi * (2 * k + 1) / m)
```

`fermiPoleSum m x` is
$$-\frac1m\sum_{k<m}\frac{z_k}{1+x/m-z_k}.$$

```lean
/-- The sum over `m` simple poles at the reduced energy `x`. -/
def fermiPoleSum (m : ℕ) (x : ℝ) : ℂ :=
  -(1 / (m : ℂ)) * ∑ k ∈ Finset.range m,
    fermiPole m k / (1 + (x : ℂ) / m - fermiPole m k)
```

For operators, $x$ becomes a finite complex matrix $H$, which stands for $\beta(H_{\rm phys}-\mu)$, where $H_{\rm phys}$ is the one-particle Hamiltonian. With $W=1+H/m$, `fermiPoleMatrix m H` is $-\frac1m\sum_k z_k(W-z_k)^{-1}$. Here $(W-z_k)^{-1}=\frac m\beta(H_{\rm phys}-E_k)^{-1}$ with the complex energy $E_k=\mu+m(z_k-1)/\beta$. The sign of this resolvent is opposite to that of the usual Green function $(E_k-H_{\rm phys})^{-1}$.

```lean
/-- The weighted sum of `m` resolvents of the reduced Hamiltonian `H`. -/
def fermiPoleMatrix {ι : Type*} [Fintype ι] [DecidableEq ι] (m : ℕ)
    (H : Matrix ι ι ℂ) : Matrix ι ι ℂ :=
  (-(1 / (m : ℂ))) • ∑ k ∈ Finset.range m,
    fermiPole m k • (1 + (m : ℂ)⁻¹ • H - fermiPole m k • (1 : Matrix ι ι ℂ))⁻¹
```

For non-interacting electrons in a finite orthonormal basis, $H$ is Hermitian. If $m$ is even and large compared with the magnitudes of the eigenvalues of $H$, this sum gives an approximate occupation matrix from $m$ resolvents, without diagonalising $H$.

## At least one pole: $m>0$

The hypothesis `hm : 0 < m` says that there is something to sum over. By hand it enters through the division by $m$ in the exponent, which cancels when the $m$-th power is taken:
$$z_k^m=e^{i\pi(2k+1)}=e^{i\pi}\,(e^{2\pi i})^k=-1.$$
The proof uses `hm` at the same place. The step `h` cancels $m$, and the rewrites evaluate the two exponentials. For $m=0$ the claim is false, since $z^0=1$.

```lean
/-- Every pole is an `m`-th root of `-1`. -/
theorem fermiPole_pow {m : ℕ} (hm : 0 < m) (k : ℕ) : fermiPole m k ^ m = -1 := by
  have hm0 : (m : ℂ) ≠ 0 := by exact_mod_cast hm.ne'
  have h : (m : ℂ) * (Complex.I * Real.pi * (2 * k + 1) / m)
      = Real.pi * Complex.I + k * (2 * Real.pi * Complex.I) := by
    field_simp
    ring
  rw [fermiPole, ← Complex.exp_nat_mul, h, Complex.exp_add, Complex.exp_pi_mul_I,
    Complex.exp_nat_mul, Complex.exp_two_pi_mul_I, one_pow, mul_one]
```

## Powers strictly between 0 and m

The poles are equally spaced on the circle, so their low powers average to zero. Write $\omega=e^{2\pi i/m}$. Then $z_k=e^{i\pi/m}\omega^k$, and
$$\sum_{k<m}z_k^p=e^{i\pi p/m}\sum_{k<m}(\omega^p)^k .$$
For $0<p<m$ we have $\omega^p\neq1$. The geometric series obeys
$$(1-\omega^p)\sum_{k<m}(\omega^p)^k=1-\omega^{pm}=0,$$
so the sum vanishes.

In Lean, `hz` is the factorisation of $z_k^p$, `hne` is $\omega^p\ne1$, `hone` is $\omega^{pm}=1$ and `hg` is the geometric series. Both bounds on $p$ are used in `hne`. At the excluded end points the sum is $m$ for $p=0$ and $-m$ for $p=m$.

```lean
/-- The `p`-th powers of the `m` poles add up to zero for `0 < p < m`. -/
theorem sum_fermiPole_pow {m p : ℕ} (hp : 0 < p) (hpm : p < m) :
    ∑ k ∈ Finset.range m, fermiPole m k ^ p = 0 := by
  have hω := Complex.isPrimitiveRoot_exp m (by omega)
  have hz : ∀ k ∈ Finset.range m, fermiPole m k ^ p
      = Complex.exp (Complex.I * Real.pi / m) ^ p
        * (Complex.exp (2 * Real.pi * Complex.I / m) ^ p) ^ k := by
    intro k _
    rw [fermiPole, show Complex.I * Real.pi * (2 * k + 1) / (m : ℂ)
      = Complex.I * Real.pi / m + k * (2 * Real.pi * Complex.I / m) by ring,
      Complex.exp_add, Complex.exp_nat_mul]
    ring
  have hne : Complex.exp (2 * Real.pi * Complex.I / m) ^ p ≠ 1 := by
    intro h
    have hd := Nat.le_of_dvd hp (hω.dvd_of_pow_eq_one p h)
    omega
  have hone : (Complex.exp (2 * Real.pi * Complex.I / m) ^ p) ^ m = 1 := by
    rw [← pow_mul, mul_comm p m, pow_mul, hω.pow_eq_one, one_pow]
  -- the remaining sum is a closed geometric series
  have hg := mul_neg_geom_sum (Complex.exp (2 * Real.pi * Complex.I / m) ^ p) m
  rw [hone, sub_self] at hg
  rw [Finset.sum_congr rfl hz, ← Finset.mul_sum,
    (mul_eq_zero.mp hg).resolve_left (sub_ne_zero.mpr (Ne.symm hne)), mul_zero]
```

## A resolvent at every pole

The algebraic core asks for elements $G_k$ with $G_k(W-z_k)=1$ for all $k<m$. For a finite matrix $W$ this means that no pole is an eigenvalue of $W$. Here $W$ may belong to any complex algebra, and $G_k$ need only be a left inverse.

Since $z_k$ is a number, it commutes with $W$, and $z_k^m=-1$ gives
$$1+W^m=W^m-z_k^m=(W-z_k)\sum_{j<m}W^j z_k^{m-1-j}.$$
Multiplication from the left by $z_kG_k$ removes the first factor:
$$z_kG_k(1+W^m)=\sum_{j<m}z_k^{m-j}W^j.$$
Now sum over $k$. For $0<j<m$ the coefficient $\sum_k z_k^{m-j}$ is zero by the previous result. For $j=0$ it is $\sum_k z_k^m=-m$. Hence
$$\Big(\sum_{k<m}z_kG_k\Big)(1+W^m)=-m .$$

The proof follows this order. `hc` is the factorisation, `key` is the polynomial for one pole, and `hG'` is the point where the hypothesis removes the factor $W-z_k$. `Finset.sum_comm` exchanges the two sums, and `Finset.sum_eq_single 0` keeps the term $j=0$. Without the hypothesis one could take all $G_k=0$, and in the complex numbers the left side would be $0$ instead of $-m$.

```lean
/-- In any complex algebra, the resolvents `G k` of `W` at the poles, weighted by the poles
and summed, give `-m` when multiplied by `1 + W ^ m`. -/
theorem resolvent_sum_mul {A : Type*} [Ring A] [Algebra ℂ A] {m : ℕ} (hm : 0 < m)
    (W : A) (G : ℕ → A)
    (hG : ∀ k < m, G k * (W - fermiPole m k • (1 : A)) = 1) :
    (∑ k ∈ Finset.range m, fermiPole m k • G k) * (1 + W ^ m)
      = (-(m : ℂ)) • (1 : A) := by
  -- each resolvent turns `1 + W ^ m` into a polynomial in `W`
  have key : ∀ k ∈ Finset.range m, (fermiPole m k • G k) * (1 + W ^ m)
      = ∑ j ∈ Finset.range m, fermiPole m k ^ (m - j) • W ^ j := by
    intro k hk
    have hG' := hG k (Finset.mem_range.mp hk)
    rw [← Algebra.algebraMap_eq_smul_one] at hG'
    have hcomm : Commute W (algebraMap ℂ A (fermiPole m k)) :=
      (Algebra.commutes (fermiPole m k) W).symm
    have hc : 1 + W ^ m = (W - algebraMap ℂ A (fermiPole m k)) *
        ∑ j ∈ Finset.range m, W ^ j * (algebraMap ℂ A (fermiPole m k)) ^ (m - 1 - j) := by
      rw [hcomm.mul_geom_sum₂, ← map_pow, fermiPole_pow hm, map_neg, map_one]
      abel
    rw [hc, smul_mul_assoc, ← mul_assoc, hG', one_mul, Finset.smul_sum]
    refine Finset.sum_congr rfl fun j hj => ?_
    have hj' := Finset.mem_range.mp hj
    rw [← map_pow, ← Algebra.commutes, ← Algebra.smul_def, smul_smul, ← pow_succ',
      show m - 1 - j + 1 = m - j by omega]
  rw [Finset.sum_mul, Finset.sum_congr rfl key, Finset.sum_comm]
  simp_rw [← Finset.sum_smul]
  -- only the constant term survives the sum over poles
  rw [Finset.sum_eq_single 0]
  · rw [Nat.sub_zero, pow_zero, Finset.sum_congr rfl (fun k _ => fermiPole_pow hm k)]
    simp
  · intro j hj hj0
    have hj' := Finset.mem_range.mp hj
    rw [sum_fermiPole_pow (by omega) (by omega), zero_smul]
  · intro h
    exact absurd (Finset.mem_range.mpr hm) h
```

## An energy away from the poles: $w^m\neq-1$

For a complex number $w$, the resolvent is $G_k=1/(w-z_k)$. It exists if $w\ne z_k$, which follows from $w^m\ne-1$ because $z_k^m=-1$. The same condition makes $1+w^m$ nonzero, so the core identity may be divided by it:
$$\frac1{1+w^m}=-\frac1m\sum_{k<m}\frac{z_k}{w-z_k}.$$

The hypothesis `hw` is thus used twice, in `hk` for the denominators on the right and in `h1` for the one on the left. If $w$ equals a pole, both sides contain a vanishing denominator.

```lean
/-- Partial fractions of `1/(1 + w^m)` for complex `w` away from the poles. -/
theorem partial_fractions {m : ℕ} (hm : 0 < m) {w : ℂ} (hw : w ^ m ≠ -1) :
    1 / (1 + w ^ m)
      = -(1 / (m : ℂ)) * ∑ k ∈ Finset.range m, fermiPole m k / (w - fermiPole m k) := by
  have hm0 : (m : ℂ) ≠ 0 := by exact_mod_cast hm.ne'
  have hk : ∀ k, w - fermiPole m k ≠ 0 := by
    intro k h
    apply hw
    rw [sub_eq_zero.mp h]
    exact fermiPole_pow hm k
  have h1 : 1 + w ^ m ≠ 0 := fun h => hw (by linear_combination h)
  have h := resolvent_sum_mul hm w (fun k => (w - fermiPole m k)⁻¹) (fun k _ => by
    rw [smul_eq_mul, mul_one]
    exact inv_mul_cancel₀ (hk k))
  simp only [smul_eq_mul, mul_one] at h
  have hs : ∑ k ∈ Finset.range m, fermiPole m k / (w - fermiPole m k)
      = ∑ k ∈ Finset.range m, fermiPole m k * (w - fermiPole m k)⁻¹ :=
    Finset.sum_congr rfl fun _ _ => div_eq_mul_inv _ _
  rw [hs, div_eq_iff h1, mul_assoc, h]
  field_simp
```

## An even number of poles

For real $x$ the condition on $w=1+x/m$ need not be assumed if $m$ is even: then $w^m\ge0$, which excludes $w^m=-1$. Physically, the approximate occupation has no singularity at any real energy. In the proof, `he.pow_nonneg` supplies the inequality. The right side of the theorem is a real number cast to the complex numbers, so the imaginary part of the pole sum vanishes.

For odd $m$ the theorem can fail. Take $m=3$ and $x=-6$, so that $w=-1$. The poles are $e^{i\pi/3}$, $-1$ and $e^{-i\pi/3}$, and the middle one sits exactly at $w$. In ordinary mathematics neither side is defined. Lean sets a quotient with zero denominator to zero, and even so the two sides differ: the left side, `fermiPoleSum 3 (-6)`, is $1/3$ from the two remaining poles, and the right side is $0$.

```lean
/-- For an even number `m` of poles and real `x`, the pole sum equals
`1/(1 + (1 + x/m)^m)`. -/
theorem fermiPoleSum_eq {m : ℕ} (he : Even m) (hm : 0 < m) (x : ℝ) :
    fermiPoleSum m x = ((1 / (1 + (1 + x / m) ^ m) : ℝ) : ℂ) := by
  have hw : (1 + (x : ℂ) / m) ^ m ≠ -1 := by
    intro h
    have h' : (1 + x / m) ^ m = -1 := by exact_mod_cast h
    linarith [he.pow_nonneg (1 + x / m)]
  rw [fermiPoleSum, ← partial_fractions hm hw]
  push_cast
  ring
```

Evenness also fixes the sequence in the limit, $m=2n$. Since $(1+x/m)^m\to e^x$ and $1+e^x>0$,
$$\frac1{1+(1+x/2n)^{2n}}\longrightarrow\frac1{1+e^x}.$$
In Lean, `h0` is the limit of the power, `h1` restricts it to even $m$, and `h2` passes to the quotient. The exact formula holds only from $n=1$ on, which is enough for a limit, and `filter_upwards` expresses this.

The theorem gives convergence for each fixed $x$ and says nothing about the rate. At fixed even $m$ the approximation is poor for deep levels: at $x=-2m$ the exact formula gives an occupation of $1/2$, where the Fermi function is close to $1$.

```lean
/-- The sum over `2n` poles tends to the Fermi function `1/(1 + exp x)` as `n` grows. -/
theorem fermiPoleSum_tendsto (x : ℝ) :
    Tendsto (fun n : ℕ => fermiPoleSum (2 * n) x) atTop
      (𝓝 ((1 / (1 + Real.exp x) : ℝ) : ℂ)) := by
  have h0 : Tendsto (fun m : ℕ => (1 + x / (m : ℝ)) ^ m) atTop (𝓝 (Real.exp x)) :=
    Real.tendsto_one_add_div_pow_exp x
  have h2n : Tendsto (fun n : ℕ => 2 * n) atTop atTop :=
    tendsto_atTop_mono (fun n : ℕ => (by omega : n ≤ 2 * n)) tendsto_id
  have h1 : Tendsto (fun n : ℕ => (1 + x / ((2 * n : ℕ) : ℝ)) ^ (2 * n)) atTop
      (𝓝 (Real.exp x)) := h0.comp h2n
  have h2 : Tendsto (fun n : ℕ => 1 / (1 + (1 + x / ((2 * n : ℕ) : ℝ)) ^ (2 * n))) atTop
      (𝓝 (1 / (1 + Real.exp x))) :=
    tendsto_const_nhds.div (tendsto_const_nhds.add h1) (by positivity)
  refine ((Complex.continuous_ofReal.tendsto _).comp h2).congr' ?_
  filter_upwards [eventually_ge_atTop 1] with n hn
  exact (fermiPoleSum_eq (even_two_mul n) (by omega) x).symm
```

For matrices, evenness keeps the poles off the real axis. A real $z_k$ would have $z_k^m\ge0$, in conflict with $z_k^m=-1$.

```lean
/-- For even `m` no pole lies on the real axis. -/
theorem fermiPole_im_ne_zero {m : ℕ} (he : Even m) (hm : 0 < m) (k : ℕ) :
    (fermiPole m k).im ≠ 0 := by
  intro h
  have hz : fermiPole m k = ((fermiPole m k).re : ℂ) := Complex.ext (by simp) (by simp [h])
  have hp := fermiPole_pow hm k
  rw [hz] at hp
  have hp' : (fermiPole m k).re ^ m = -1 := by exact_mod_cast hp
  linarith [he.pow_nonneg (fermiPole m k).re]
```

## A Hermitian Hamiltonian

The hypothesis `H.IsHermitian` says that $H$ equals its conjugate transpose, and it follows that the energies are real. By hand it gives the invertibility of $H-z$ for every $z$ with nonzero imaginary part. Suppose that $H-z$ is singular. Then $Hv=zv$ for some $v\neq0$, and
$$z\,v^\dagger v=v^\dagger Hv=(Hv)^\dagger v=\bar z\,v^\dagger v .$$
Since $v^\dagger v\ne0$, this forces $z=\bar z$, a contradiction. The vector need not be normalised.

In Lean, a zero determinant yields `v`. Hermiticity enters through `hH.eq` in `h1`, `h2` compares the two forms of $v^\dagger Hv$, and `h4` is $z=\bar z$. The comment in the code calls $v^\dagger Hv$ the expectation value, which it is up to the factor $v^\dagger v$.

```lean
/-- A Hermitian matrix shifted by a non-real energy `z` is invertible. -/
theorem hermitian_shift_isUnit {ι : Type*} [Fintype ι] [DecidableEq ι]
    {H : Matrix ι ι ℂ} (hH : H.IsHermitian) {z : ℂ} (hz : z.im ≠ 0) :
    IsUnit (H - z • (1 : Matrix ι ι ℂ)).det := by
  rw [isUnit_iff_ne_zero]
  intro hdet
  obtain ⟨v, hv0, hv⟩ := Matrix.exists_mulVec_eq_zero_iff.mpr hdet
  have hev : H *ᵥ v = z • v := by
    simpa [Matrix.sub_mulVec, Matrix.smul_mulVec, sub_eq_zero] using hv
  -- compare the expectation value of `H` with its complex conjugate
  have h1 := Matrix.star_mulVec H v
  rw [hH.eq, hev, star_smul] at h1
  have h2 := Matrix.dotProduct_mulVec (star v) H v
  rw [hev, ← h1, dotProduct_smul, smul_dotProduct, smul_eq_mul, smul_eq_mul] at h2
  have h3 : star v ⬝ᵥ v ≠ 0 := by
    intro h
    exact hv0 (dotProduct_star_self_eq_zero.mp h)
  have h4 : z = star z := mul_right_cancel₀ h3 h2
  have h5 : z.im = -z.im := congrArg Complex.im h4
  exact hz (by linarith)
```

The matrix $W=1+H/m$ is Hermitian too, because $m$ is real; this is `hW`. For even $m$ the poles are not real, so every $W-z_k$ has a genuine inverse and the core identity applies. Multiplying it by $-1/m$ gives
$$\Big[-\frac1m\sum_{k<m}z_k(W-z_k)^{-1}\Big]\Big[1+\Big(1+\frac Hm\Big)^m\Big]=1 .$$
For square matrices, a left inverse is the inverse.

Without Hermiticity the statement already fails for a $1\times1$ matrix. Take $m=2$ and $H=2(i-1)$. Then $W=i$ and $1+W^2=0$, so the product is $0$ and not $1$.

The theorem holds at each fixed even $m>0$. The limit above is stated for real numbers $x$, not for matrices.

```lean
/-- For a Hermitian reduced Hamiltonian `H` and even `m`, the weighted sum of resolvents
is the inverse of `1 + (1 + H/m)^m`. -/
theorem fermiPoleMatrix_mul {ι : Type*} [Fintype ι] [DecidableEq ι] {m : ℕ}
    (he : Even m) (hm : 0 < m) {H : Matrix ι ι ℂ} (hH : H.IsHermitian) :
    fermiPoleMatrix m H * (1 + (1 + (m : ℂ)⁻¹ • H) ^ m) = 1 := by
  have hm0 : (m : ℂ) ≠ 0 := by exact_mod_cast hm.ne'
  have hW : (1 + (m : ℂ)⁻¹ • H).IsHermitian := by
    rw [Matrix.IsHermitian, Matrix.conjTranspose_add, Matrix.conjTranspose_one,
      Matrix.conjTranspose_smul, hH.eq]
    simp
  have h := resolvent_sum_mul hm (1 + (m : ℂ)⁻¹ • H)
    (fun k => (1 + (m : ℂ)⁻¹ • H - fermiPole m k • (1 : Matrix ι ι ℂ))⁻¹)
    (fun k _ => Matrix.nonsing_inv_mul _
      (hermitian_shift_isUnit hW (fermiPole_im_ne_zero he hm k)))
  have hc : -(1 / (m : ℂ)) * -(m : ℂ) = 1 := by field_simp
  rw [fermiPoleMatrix, smul_mul_assoc, h, smul_smul, hc, one_smul]

end

end FermiPoleExpansion
```

```lean
#print axioms FermiPoleExpansion.fermiPoleSum_tendsto
#print axioms FermiPoleExpansion.fermiPoleMatrix_mul
```

```
'FermiPoleExpansion.fermiPoleSum_tendsto' depends on axioms: [propext, Classical.choice, Quot.sound]
'FermiPoleExpansion.fermiPoleMatrix_mul' depends on axioms: [propext, Classical.choice, Quot.sound]
```
